# Guaranteed energy decrease along a descent segment of a quadratic mean-field energy

Take two sites without hopping and an opposite-spin pair of electrons with unit on-site repulsion. Both electrons start on site 0, and the trial state has both on site 1. Let \(g_s=\mathrm{diag}(1-s,\,s)\) be the density matrix of one spin after a fraction \(s\) of the move. The mean-field energy per spin is

\[
E(g_s)=\tfrac12\left[(1-s)^2+s^2\right]=\tfrac12-s+s^2 .
\]

The initial slope is \(-1\), so the move starts downhill. The full step \(s=1\) nevertheless returns to the starting energy \(\tfrac12\), because the repulsion has built up again on the other site. The half step reaches \(\tfrac14\). The problems below turn this into a bound for every trace-symmetric mean field that is linear in the density matrix, in a finite basis.

## Energy, slope and curvature

Let \(h\) be the one-particle Hamiltonian and \(g\) the one-particle density matrix, both finite complex matrices in an orthonormal basis. Let \(J\) be the linear map from a density matrix to its mean field. In Hartree-Fock theory with a basis of spin orbitals, \(J(g)\) is the Coulomb minus the exchange matrix, and \(h+J(g)\) is the Fock matrix.

In Lean 4 with Mathlib:

```lean
import Mathlib

open Filter Topology

namespace OptimalDampingDecrease

noncomputable section

variable {n : Type*} [Fintype n]
```

Write \(\langle A,B\rangle=\mathrm{Re}\,\mathrm{tr}(AB)\), which is `pairing` in the code.

```lean
/-- The real part of the trace of a product of two matrices. -/
def pairing (A B : Matrix n n ℂ) : ℝ := (A * B).trace.re
```

The energy is \(E(g)=\langle h,g\rangle+\tfrac12\langle J(g),g\rangle\). The factor \(\tfrac12\) avoids counting each interaction twice.

```lean
/-- The mean-field energy of a one-particle density matrix `g`: the real part of `tr(h g) + tr(J(g)
g)/2`. -/
def energy (h : Matrix n n ℂ) (J : Matrix n n ℂ →ₗ[ℝ] Matrix n n ℂ)
    (g : Matrix n n ℂ) : ℝ :=
  pairing h g + pairing (J g) g / 2
```

For a change \(d\) of the density matrix, the slope is \(a=\langle h+J(g),d\rangle\).

```lean
/-- The real part of the trace of the Fock matrix `h + J(g)` times a change `d` of the density
matrix. -/
def slope (h : Matrix n n ℂ) (J : Matrix n n ℂ →ₗ[ℝ] Matrix n n ℂ)
    (g d : Matrix n n ℂ) : ℝ :=
  pairing (h + J g) d
```

The curvature is \(c=\langle J(d),d\rangle\), the interaction of the density change with itself.

```lean
/-- The interaction of a density change `d` with itself: the real part of `tr(J(d) d)`. -/
def curvature (J : Matrix n n ℂ →ₗ[ℝ] Matrix n n ℂ) (d : Matrix n n ℂ) : ℝ :=
  pairing (J d) d
```

Trace symmetry means \(\langle J(A),B\rangle=\langle J(B),A\rangle\) for Hermitian \(A,B\). For Coulomb and exchange it expresses the symmetry of the interaction under exchange of the two particles. The map `J` need only be linear over the reals.

```lean
/-- The mean-field map is symmetric under the trace on Hermitian matrices. -/
def TraceSymmetric (J : Matrix n n ℂ →ₗ[ℝ] Matrix n n ℂ) : Prop :=
  ∀ A B : Matrix n n ℂ, A.IsHermitian → B.IsHermitian →
    pairing (J A) B = pairing (J B) A
```

The constant \(M\) bounds how strongly the density change can interact with itself. The guaranteed decrease is `gain a M`, that is, \(\min(-a/2,\;a^2/(2M))\).

```lean
/-- The energy decrease `min(-a/2, a²/(2M))` for slope `a` and curvature bound `M`. -/
def gain (a M : ℝ) : ℝ := min (-a / 2) (a ^ 2 / (2 * M))
```

## (a) The energy is real

**Task.** Show that taking real parts loses nothing when \(h\), \(g\) and \(J(g)\) are Hermitian.

**Solution.** For Hermitian \(A\) and \(g\),

\[
\overline{\mathrm{tr}(Ag)}=\mathrm{tr}\big((Ag)^\dagger\big)=\mathrm{tr}(gA)=\mathrm{tr}(Ag),
\]

so the trace is real. Apply this to \(A=h\) and to \(A=J(g)\).

In the code, `key` is this computation. The theorem then equates the complex trace expression with `energy`.

```lean
/-- For Hermitian `h`, `g` and `J(g)` the complex trace expression of the energy is real
and equals `energy`. -/
theorem energy_real {h g : Matrix n n ℂ} {J : Matrix n n ℂ →ₗ[ℝ] Matrix n n ℂ}
    (hh : h.IsHermitian) (hg : g.IsHermitian) (hJg : (J g).IsHermitian) :
    (h * g).trace + (J g * g).trace / 2 = (energy h J g : ℂ) := by
  -- the trace of a product of two Hermitian matrices is its own conjugate
  have key : ∀ A : Matrix n n ℂ, A.IsHermitian →
      ((pairing A g : ℝ) : ℂ) = (A * g).trace := by
    intro A hA
    apply Complex.conj_eq_iff_re.mp
    change star (A * g).trace = (A * g).trace
    rw [← Matrix.trace_conjTranspose, Matrix.conjTranspose_mul, hA.eq, hg.eq,
      Matrix.trace_mul_comm]
  rw [← key h hh, ← key (J g) hJg]
  simp [energy]
```

## (b) The energy along a segment is a quadratic

**Task.** For Hermitian \(g\) and \(d\) and real \(s\), expand \(E(g+sd)\).

**Solution.** Linearity of \(J\) gives

\[
E(g+sd)=E(g)+s\langle h,d\rangle+\tfrac s2\big[\langle J(g),d\rangle+\langle J(d),g\rangle\big]+\tfrac{s^2}{2}\langle J(d),d\rangle .
\]

By trace symmetry the two terms in the bracket are equal, hence

\[
E(g+sd)=E(g)+sa+\tfrac{s^2}{2}c .
\]

The `simp only` call performs the expansion, and `linear_combination` inserts the symmetry relation `hs` with the weight needed to merge the cross terms.

```lean
/-- Along a straight line between Hermitian matrices the energy is a quadratic polynomial
in the step length. -/
theorem energy_segment (h : Matrix n n ℂ) {J : Matrix n n ℂ →ₗ[ℝ] Matrix n n ℂ}
    (hJ : TraceSymmetric J) {g d : Matrix n n ℂ} (hg : g.IsHermitian)
    (hd : d.IsHermitian) (s : ℝ) :
    energy h J (g + s • d) =
      energy h J g + (s * slope h J g d + s ^ 2 * curvature J d / 2) := by
  have hs := hJ g d hg hd
  simp only [energy, slope, curvature, pairing, map_add, map_smul, Matrix.add_mul,
    Matrix.mul_add, Matrix.smul_mul, Matrix.mul_smul, Matrix.trace_add, Matrix.trace_smul,
    Complex.add_re, Complex.smul_re, smul_eq_mul] at hs ⊢
  linear_combination (-(s / 2)) * hs
```

## (c) How far the quadratic must fall

**Task.** Let \(a<0\), \(M>0\) and \(c\le M\). Find \(s\in[0,1]\) with \(sa+s^2c/2\le-\min(-a/2,\;a^2/(2M))\).

**Solution.** If \(M\le-a\), take the full step \(s=1\):

\[
a+\tfrac c2\le a+\tfrac M2\le\tfrac a2 .
\]

The decrease is at least \(-a/2\), which is no smaller than the minimum.

If \(-a\le M\), take \(s=-a/M\), which lies in \([0,1]\). Then

\[
sa+\tfrac{s^2}{2}c\le-\frac{a^2}{M}+\frac{a^2}{2M}=-\frac{a^2}{2M},
\]

and the decrease is again no smaller than the minimum.

The two branches of `rcases` are these two cases. Only the upper bound on \(c\) is used, so a negative curvature is allowed.

```lean
/-- A quadratic with negative slope `a` and curvature at most `M` falls by at least
`gain a M` somewhere on the unit interval. -/
theorem quadratic_decrease {a c M : ℝ} (hM : 0 < M) (ha : a < 0) (hc : c ≤ M) :
    ∃ s ∈ Set.Icc (0 : ℝ) 1, s * a + s ^ 2 * c / 2 ≤ -gain a M := by
  rcases le_total M (-a) with h1 | h1
  · -- steep descent: take the full step
    refine ⟨1, ⟨zero_le_one, le_rfl⟩, ?_⟩
    have h2 : gain a M ≤ -a / 2 := min_le_left _ _
    linarith
  · -- otherwise minimise the quadratic with curvature `M`
    refine ⟨-a / M, ⟨div_nonneg (by linarith) hM.le, (div_le_one hM).mpr h1⟩, ?_⟩
    have h2 : gain a M ≤ a ^ 2 / (2 * M) := min_le_right _ _
    have h3 : (-a / M) ^ 2 * c ≤ (-a / M) ^ 2 * M :=
      mul_le_mul_of_nonneg_left hc (sq_nonneg _)
    have h4 : (-a / M) * a + (-a / M) ^ 2 * M / 2 = -(a ^ 2 / (2 * M)) := by
      field_simp
      ring
    linarith
```

## (d) The guaranteed gain of a damped step

**Task.** Let \(g,g'\) be Hermitian, \(d=g'-g\), \(a<0\), \(M>0\) and \(|c|\le M\). Show that some \(s\in[0,1]\) satisfies

\[
E(g+sd)\le E(g)-\min\!\left(-\frac a2,\;\frac{a^2}{2M}\right),
\]

and that the amount subtracted is strictly positive.

**Solution.** Both entries of the minimum are positive, since \(a<0\) and \(M>0\). The difference \(d\) is Hermitian, so (b) applies. Since \(c\le|c|\le M\), part (c) supplies the step.

The statement `optimal_damping` has the same two halves: positivity of `gain`, and a step in `Set.Icc 0 1`. It places no condition on particle number, occupation numbers or idempotency. Under the stated hypotheses, an exact minimisation of the energy over the segment from the current to the trial density matrix therefore lowers it by at least this amount. The result covers the Hartree-Fock energy in a finite basis, which is quadratic in the density matrix. Strictly between the density matrices of two different Slater determinants, the matrix is not idempotent: it has fractional occupation numbers and does not belong to a single determinant. The energy there is the same quadratic formula, extended to such matrices.

```lean
/-- Optimal damping for a trace-symmetric mean field and Hermitian `g`, `g'`: if the slope `a`
towards `g'` is negative and `M > 0` bounds the absolute value of the curvature, some step in
`[0,1]` lowers the energy by at least the strictly positive amount `min(-a/2, a²/(2M))`. -/
theorem optimal_damping (h : Matrix n n ℂ) {J : Matrix n n ℂ →ₗ[ℝ] Matrix n n ℂ}
    (hJ : TraceSymmetric J) {g g' : Matrix n n ℂ} (hg : g.IsHermitian)
    (hg' : g'.IsHermitian) {M : ℝ} (hM : 0 < M) (ha : slope h J g (g' - g) < 0)
    (hc : |curvature J (g' - g)| ≤ M) :
    0 < gain (slope h J g (g' - g)) M ∧
      ∃ s ∈ Set.Icc (0 : ℝ) 1,
        energy h J (g + s • (g' - g)) ≤
          energy h J g - gain (slope h J g (g' - g)) M := by
  constructor
  · exact lt_min (by linarith) (div_pos (sq_pos_of_neg ha) (by linarith))
  · obtain ⟨s, hs, hle⟩ := quadratic_decrease hM ha ((le_abs_self _).trans hc)
    refine ⟨s, hs, ?_⟩
    rw [energy_segment h hJ hg (hg'.sub hg)]
    linarith
```

## (e) When the bound is exact

**Task.** Suppose \(c\ge-a>0\) and set \(M=c\). Show that no real \(s\), inside the unit interval or outside it, lowers the energy by more than the gain in (d).

**Solution.** From \(-a\le c\) follows \(a^2/(2c)\le-a/2\), so the gain is \(a^2/(2c)\). Completing the square gives

\[
sa+\tfrac{s^2}{2}c=-\frac{a^2}{2c}+\frac{(a+sc)^2}{2c}\ge-\frac{a^2}{2c}.
\]

In the code, `h1` selects the smaller entry of the minimum, `h2` is the completed square, and `h3` is its nonnegativity. In the two-site example \(a=-1\) and \(c=2\), so the gain is \(\tfrac14\), exactly the drop found at the half step.

```lean
/-- Sharpness, for a trace-symmetric mean field and Hermitian `g`, `g'`: if the slope is negative
and the curvature is at least minus the slope, no real step length lowers the energy by more than
the gain computed with `M` equal to the curvature. -/
theorem optimal_damping_sharp (h : Matrix n n ℂ) {J : Matrix n n ℂ →ₗ[ℝ] Matrix n n ℂ}
    (hJ : TraceSymmetric J) {g g' : Matrix n n ℂ} (hg : g.IsHermitian)
    (hg' : g'.IsHermitian) (ha : slope h J g (g' - g) < 0)
    (hc : -slope h J g (g' - g) ≤ curvature J (g' - g)) (s : ℝ) :
    energy h J g - gain (slope h J g (g' - g)) (curvature J (g' - g)) ≤
      energy h J (g + s • (g' - g)) := by
  rw [energy_segment h hJ hg (hg'.sub hg)]
  generalize slope h J g (g' - g) = a at *
  generalize curvature J (g' - g) = c at *
  have hc0 : 0 < c := by linarith
  have h1 : a ^ 2 / (2 * c) ≤ -a / 2 := by
    rw [div_le_div_iff₀ (by positivity) two_pos]
    nlinarith [mul_nonneg (neg_nonneg.mpr ha.le) (by linarith : 0 ≤ c + a)]
  -- complete the square
  have h2 : s * a + s ^ 2 * c / 2 + a ^ 2 / (2 * c) = (a + s * c) ^ 2 / (2 * c) := by
    field_simp
    ring
  have h3 : 0 ≤ (a + s * c) ^ 2 / (2 * c) := by positivity
  rw [gain, min_eq_right h1]
  linarith
```

## (f) The slopes of a damping run tend to zero

Number the density matrices \(g_0,g_1,\dots\) and the trial matrices \(g'_0,g'_1,\dots\). In an optimal damping run, \(g_{k+1}\) lies on the segment from \(g_k\) to \(g'_k\) and has the lowest energy there.

```lean
/-- A run of optimal damping: each new matrix lies on the segment from `g k` to the trial
matrix `g' k` and has the lowest energy on that segment. -/
def IsDampingRun (h : Matrix n n ℂ) (J : Matrix n n ℂ →ₗ[ℝ] Matrix n n ℂ)
    (g g' : ℕ → Matrix n n ℂ) : Prop :=
  ∀ k, ∃ s ∈ Set.Icc (0 : ℝ) 1, g (k + 1) = g k + s • (g' k - g k) ∧
    ∀ t ∈ Set.Icc (0 : ℝ) 1, energy h J (g (k + 1)) ≤ energy h J (g k + t • (g' k - g k))
```

**Task.** Let \(g_0\) and all \(g'_k\) be Hermitian. Write \(a_k\) and \(c_k\) for the slope and curvature at \(g_k\) in the direction \(g'_k-g_k\). Assume that the energies \(E(g_k)\) are bounded below, that \(a_k\le0\), and that \(|c_k|\le M\) for all \(k\). Show that \(a_k\to0\).

**Solution.** Each \(g_{k+1}\) is a real combination of Hermitian matrices, so all \(g_k\) are Hermitian by induction. The segment contains its starting point, so \(E(g_{k+1})\le E(g_k)\). A decreasing sequence that is bounded below converges, and therefore \(E(g_k)-E(g_{k+1})\to0\).

Fix \(\varepsilon>0\) and put

\[
\delta=\min\!\left(\frac\varepsilon2,\;\frac{\varepsilon^2}{2(M+1)}\right)>0 .
\]

Using \(M+1\) keeps the bound positive even if \(M=0\). If \(-a_k\ge\varepsilon\), part (d) gives a point on the segment whose energy is at least \(\delta\) below \(E(g_k)\). The minimiser \(g_{k+1}\) lies no higher, so \(E(g_k)-E(g_{k+1})\ge\delta\). For large \(k\) the energy differences are smaller than \(\delta\), hence \(|a_k|<\varepsilon\).

The code follows this order: `hherm` is the induction, `hanti` the monotonic decrease, `hdiff` the vanishing differences, and `h2` the comparison of \(\delta\) with the guaranteed gain for the slope \(a_k\).

The sign condition \(a_k\le0\) holds, for example, when \(g'_k\) minimises \(\langle h+J(g_k),\cdot\rangle\) over a set of admissible density matrices containing \(g_k\), as an aufbau step does. The conclusion concerns the slopes alone; convergence of the density matrices, or to a global energy minimum, is a separate question.

```lean
/-- For a trace-symmetric mean field, consider an optimal damping run with Hermitian initial and
trial matrices. If the energies are bounded below, the slopes nonpositive and the curvatures
bounded, then the slopes towards the trial matrices tend to zero. -/
theorem slope_tendsto_zero (h : Matrix n n ℂ) {J : Matrix n n ℂ →ₗ[ℝ] Matrix n n ℂ}
    (hJ : TraceSymmetric J) {g g' : ℕ → Matrix n n ℂ} (hrun : IsDampingRun h J g g')
    (hg0 : (g 0).IsHermitian) (hg' : ∀ k, (g' k).IsHermitian) {M E₀ : ℝ}
    (hE : ∀ k, E₀ ≤ energy h J (g k)) (ha : ∀ k, slope h J (g k) (g' k - g k) ≤ 0)
    (hc : ∀ k, |curvature J (g' k - g k)| ≤ M) :
    Tendsto (fun k => slope h J (g k) (g' k - g k)) atTop (𝓝 0) := by
  have hherm : ∀ k, (g k).IsHermitian := by
    intro k
    induction k with
    | zero => exact hg0
    | succ k ih =>
      obtain ⟨s, _, hs, _⟩ := hrun k
      have hd : (s • (g' k - g k)).IsHermitian := by
        rw [Matrix.IsHermitian, Matrix.conjTranspose_smul, star_trivial,
          ((hg' k).sub ih).eq]
      rw [hs]
      exact ih.add hd
  -- the energies decrease and are bounded below, so their differences vanish
  have hanti : Antitone (fun k => energy h J (g k)) := by
    apply antitone_nat_of_succ_le
    intro k
    obtain ⟨_, _, _, hmin⟩ := hrun k
    simpa using hmin 0 ⟨le_rfl, zero_le_one⟩
  have hlim := tendsto_atTop_ciInf hanti ⟨E₀, by rintro _ ⟨k, rfl⟩; exact hE k⟩
  have hdiff := hlim.sub (hlim.comp (tendsto_add_atTop_nat 1))
  rw [sub_self] at hdiff
  have hM : 0 < M + 1 := by linarith [(abs_nonneg _).trans (hc 0)]
  rw [Metric.tendsto_atTop]
  intro ε hε
  have hδ : 0 < min (ε / 2) (ε ^ 2 / (2 * (M + 1))) :=
    lt_min (by positivity) (by positivity)
  obtain ⟨N, hN⟩ := eventually_atTop.mp (hdiff.eventually_lt_const hδ)
  refine ⟨N, fun k hk => ?_⟩
  rw [Real.dist_eq, sub_zero, abs_of_nonpos (ha k)]
  by_contra hcon
  have hbig := not_lt.mp hcon
  -- a slope of size `ε` would force a fixed energy gain
  obtain ⟨_, t, ht, hle⟩ := optimal_damping h hJ (hherm k) (hg' k) hM
    (by linarith) ((hc k).trans (by linarith))
  obtain ⟨_, _, _, hmin⟩ := hrun k
  have h1 := hmin t ht
  have h2 : min (ε / 2) (ε ^ 2 / (2 * (M + 1))) ≤
      gain (slope h J (g k) (g' k - g k)) (M + 1) :=
    min_le_min (by linarith)
      (div_le_div_of_nonneg_right (by nlinarith) (by positivity))
  have h3 : energy h J (g k) - energy h J (g (k + 1)) <
      min (ε / 2) (ε ^ 2 / (2 * (M + 1))) := hN k hk
  linarith
```

## (g) The two-site numbers

As in the opening example, the density matrix describes one spin, and the electron of the other spin moves along with it. The mean field keeps the site populations and discards the off-diagonal elements: \(J(A)=\mathrm{diag}(A_{00},A_{11})\).

```lean
/-- The on-site mean field of a two-site model, which keeps the site populations. -/
def onSite : Matrix (Fin 2) (Fin 2) ℂ →ₗ[ℝ] Matrix (Fin 2) (Fin 2) ℂ where
  toFun A := !![A 0 0, 0; 0, A 1 1]
  map_add' A B := by
    ext i j
    fin_cases i <;> fin_cases j <;> simp
  map_smul' r A := by
    ext i j
    fin_cases i <;> fin_cases j <;> simp
```

**Task.** Check that this \(J\) is trace-symmetric. For \(h=0\), \(g=\mathrm{diag}(1,0)\) and \(g'=\mathrm{diag}(0,1)\), compute the slope and the curvature.

**Solution.** The pairing

\[
\langle J(A),B\rangle=\mathrm{Re}(A_{00}B_{00})+\mathrm{Re}(A_{11}B_{11})
\]

is unchanged when \(A\) and \(B\) are swapped. With \(d=\mathrm{diag}(-1,1)\) one finds \(J(g)=g\) and \(J(d)=d\), so

\[
a=\mathrm{tr}(gd)=-1,\qquad c=\mathrm{tr}(d^2)=2 .
\]

These data satisfy the hypotheses of (d) with \(M=2\), and also those of (e). In the code, `key` is the population formula, and the remaining goals are evaluated entry by entry.

```lean
/-- The on-site field is trace-symmetric; with `h = 0`, moving one particle from the first site
to the second has slope `-1` and curvature `2`. -/
theorem optimal_damping_witness :
    TraceSymmetric onSite ∧
      (!![1, 0; 0, 0] : Matrix (Fin 2) (Fin 2) ℂ).IsHermitian ∧
      (!![0, 0; 0, 1] : Matrix (Fin 2) (Fin 2) ℂ).IsHermitian ∧
      slope 0 onSite !![1, 0; 0, 0] (!![0, 0; 0, 1] - !![1, 0; 0, 0]) = -1 ∧
      curvature onSite (!![0, 0; 0, 1] - !![1, 0; 0, 0]) = 2 := by
  refine ⟨?_, ?_, ?_, ?_, ?_⟩
  · intro A B _ _
    -- only the site populations enter the pairing
    have key : ∀ C D : Matrix (Fin 2) (Fin 2) ℂ,
        pairing (onSite C) D = (C 0 0 * D 0 0).re + (C 1 1 * D 1 1).re := by
      intro C D
      change ((!![C 0 0, 0; 0, C 1 1] : Matrix (Fin 2) (Fin 2) ℂ) * D).trace.re = _
      rw [Matrix.trace_fin_two, Matrix.mul_apply, Matrix.mul_apply, Fin.sum_univ_two,
        Fin.sum_univ_two]
      simp
    rw [key A B, key B A, mul_comm (A 0 0), mul_comm (A 1 1)]
  · exact Matrix.IsHermitian.ext (by intro i j; fin_cases i <;> fin_cases j <;> simp)
  · exact Matrix.IsHermitian.ext (by intro i j; fin_cases i <;> fin_cases j <;> simp)
  · simp [slope, pairing, onSite, Matrix.trace_fin_two]
  · norm_num [curvature, pairing, onSite, Matrix.trace_fin_two, Matrix.mul_apply,
      Fin.sum_univ_two]

end

end OptimalDampingDecrease
```

```lean
#print axioms OptimalDampingDecrease.energy_real
#print axioms OptimalDampingDecrease.energy_segment
#print axioms OptimalDampingDecrease.optimal_damping_sharp
#print axioms OptimalDampingDecrease.slope_tendsto_zero
```

```
'OptimalDampingDecrease.energy_real' depends on axioms: [propext, Classical.choice, Quot.sound]
'OptimalDampingDecrease.energy_segment' depends on axioms: [propext, Classical.choice, Quot.sound]
'OptimalDampingDecrease.optimal_damping_sharp' depends on axioms: [propext, Classical.choice, Quot.sound]
'OptimalDampingDecrease.slope_tendsto_zero' depends on axioms: [propext, Classical.choice, Quot.sound]
```
